# Ground-energy bounds for a dimer with unitarily dressed hopping

Let h be a Hermitian matrix and D a unitary matrix on the same finite phonon basis, let t ≥ 0 be a hopping strength, and let H be the dimer Hamiltonian with diagonal blocks h and h, upper right block −tD and lower left block −tDᴴ, where Dᴴ is the adjoint of D. The inner product ⟨x, y⟩ is conjugate-linear in x, ‖x‖² = ⟨x, x⟩, and the ground energy of a matrix is its lowest eigenvalue, written e for h and E for H.

```lean
import Mathlib

open Matrix
open scoped ComplexOrder

namespace DressedDimer

noncomputable section

variable {m n : Type*} [Fintype m] [DecidableEq m] [Fintype n] [DecidableEq n]

/-- The real number `E` is the lowest eigenvalue of the matrix `A`. -/
def IsGroundEnergy (A : Matrix m m ℂ) (E : ℝ) : Prop :=
  IsLeast {μ : ℝ | ∃ x : m → ℂ, x ≠ 0 ∧ A *ᵥ x = (μ : ℂ) • x} E

/-- The two-site Hamiltonian with phonon Hamiltonian `h` on each site and hopping amplitude `-t`
dressed by the phonon operator `D`. -/
def dimer (h D : Matrix n n ℂ) (t : ℝ) : Matrix (n ⊕ n) (n ⊕ n) ℂ :=
  fromBlocks h (-((t : ℂ) • D)) (-((t : ℂ) • Dᴴ)) h

omit [Fintype n] [DecidableEq n] in
/-- The dressed dimer Hamiltonian is Hermitian when the phonon Hamiltonian is. -/
theorem dimer_isHermitian {h : Matrix n n ℂ} (hh : h.IsHermitian) (D : Matrix n n ℂ) (t : ℝ) :
    (dimer h D t).IsHermitian :=
  Matrix.IsHermitian.fromBlocks hh (by simp [conjTranspose_smul]) hh

/-- Every Hermitian matrix on a nonempty finite basis has a lowest eigenvalue. -/
theorem exists_groundEnergy [Nonempty m] {A : Matrix m m ℂ} (hA : A.IsHermitian) :
    ∃ E, IsGroundEnergy A E := by
  -- eigenvalues are roots of the characteristic polynomial, hence finite in number
  have hfin : {μ : ℝ | ∃ x : m → ℂ, x ≠ 0 ∧ A *ᵥ x = (μ : ℂ) • x}.Finite := by
    refine ((Polynomial.finite_setOfPred_isRoot A.charpoly_monic.ne_zero).preimage
      (Complex.ofReal_injective.injOn)).subset ?_
    rintro μ ⟨x, hx, hAx⟩
    change A.charpoly.eval (μ : ℂ) = 0
    rw [Matrix.eval_charpoly]
    refine Matrix.exists_mulVec_eq_zero_iff.1 ⟨x, hx, ?_⟩
    rw [sub_mulVec, hAx, scalar_apply, ← smul_one_eq_diagonal, smul_mulVec, one_mulVec, sub_self]
  -- the spectral theorem supplies at least one real eigenvalue
  have hne : {μ : ℝ | ∃ x : m → ℂ, x ≠ 0 ∧ A *ᵥ x = (μ : ℂ) • x}.Nonempty := by
    obtain ⟨i⟩ := ‹Nonempty m›
    refine ⟨hA.eigenvalues i, (hA.eigenvectorBasis i).ofLp, fun h0 =>
      hA.eigenvectorBasis.orthonormal.ne_zero i (by ext j; exact congrFun h0 j), ?_⟩
    rw [hA.mulVec_eigenvectorBasis i]
    ext j
    simp only [Pi.smul_apply, Complex.real_smul, smul_eq_mul]
  obtain ⟨E, hE, hmin⟩ := Set.exists_min_image _ id hfin hne
  exact ⟨E, hE, fun μ hμ => hmin μ hμ⟩

/-- Variational principle: a Hermitian matrix minus its lowest eigenvalue is positive
semidefinite. -/
theorem IsGroundEnergy.posSemidef {A : Matrix m m ℂ} {e : ℝ} (he : IsGroundEnergy A e)
    (hA : A.IsHermitian) : (A - (e : ℂ) • (1 : Matrix m m ℂ)).PosSemidef := by
  have hB : (A - (e : ℂ) • (1 : Matrix m m ℂ)).IsHermitian := by
    unfold Matrix.IsHermitian
    rw [conjTranspose_sub, hA.eq]
    simp [conjTranspose_smul]
  rw [hB.posSemidef_iff_eigenvalues_nonneg]
  intro i
  have hw := hB.mulVec_eigenvectorBasis i
  have hle : e ≤ hB.eigenvalues i + e := by
    refine he.2 ⟨(hB.eigenvectorBasis i).ofLp, fun h0 =>
      hB.eigenvectorBasis.orthonormal.ne_zero i (by ext j; exact congrFun h0 j), ?_⟩
    rw [sub_mulVec, smul_mulVec, one_mulVec, sub_eq_iff_eq_add] at hw
    rw [hw]
    ext j
    simp only [Pi.add_apply, Pi.smul_apply, Complex.real_smul, smul_eq_mul, Complex.ofReal_add]
    ring
  change (0 : ℝ) ≤ hB.eigenvalues i
  linarith

omit [DecidableEq n] in
/-- The inner product of two-site states is the sum of the inner products on the sites. -/
theorem inner_sites (a b c d : n → ℂ) :
    star (Sum.elim a b) ⬝ᵥ Sum.elim c d = star a ⬝ᵥ c + star b ⬝ᵥ d := by
  simp [dotProduct, Fintype.sum_sum_type]

omit [DecidableEq n] in
/-- For `ψ = (a, b)` and the dimer matrix `H`, the form `⟨ψ, H ψ⟩` is `⟨a, h a⟩ + ⟨b, h b⟩` minus
`t` times the sum of `⟨a, D b⟩` and its complex conjugate. -/
theorem dimer_energy (h D : Matrix n n ℂ) (t : ℝ) (a b : n → ℂ) :
    star (Sum.elim a b) ⬝ᵥ dimer h D t *ᵥ Sum.elim a b =
      star a ⬝ᵥ h *ᵥ a + star b ⬝ᵥ h *ᵥ b
        - t * (star a ⬝ᵥ D *ᵥ b + star (star a ⬝ᵥ D *ᵥ b)) := by
  have hop : star b ⬝ᵥ Dᴴ *ᵥ a = star (star a ⬝ᵥ D *ᵥ b) := by
    rw [star_dotProduct b, star_mulVec, conjTranspose_conjTranspose, ← dotProduct_mulVec]
  rw [dimer, fromBlocks_mulVec, inner_sites]
  simp only [Sum.elim_comp_inl, Sum.elim_comp_inr, dotProduct_add, neg_mulVec, smul_mulVec,
    dotProduct_neg, dotProduct_smul, smul_eq_mul, hop]
  ring

/-- For unitary `D`, `ψ = (a, b)` and the dimer matrix `H`, the difference `⟨ψ, H ψ⟩ - (e - t) ⟨ψ,
ψ⟩` equals `⟨a, (h - e) a⟩ + ⟨b, (h - e) b⟩ + t ‖a - D b‖²`. -/
theorem dimer_gap (h : Matrix n n ℂ) {D : Matrix n n ℂ} (hD : D ∈ unitaryGroup n ℂ)
    (e t : ℝ) (a b : n → ℂ) :
    star (Sum.elim a b) ⬝ᵥ dimer h D t *ᵥ Sum.elim a b
        - ((e - t : ℝ) : ℂ) * (star (Sum.elim a b) ⬝ᵥ Sum.elim a b) =
      star a ⬝ᵥ (h - (e : ℂ) • (1 : Matrix n n ℂ)) *ᵥ a
        + star b ⬝ᵥ (h - (e : ℂ) • (1 : Matrix n n ℂ)) *ᵥ b
        + t * (star (a - D *ᵥ b) ⬝ᵥ (a - D *ᵥ b)) := by
  have hDD : Dᴴ * D = 1 := mem_unitaryGroup_iff'.1 hD
  have hnorm : star (D *ᵥ b) ⬝ᵥ D *ᵥ b = star b ⬝ᵥ b := by
    rw [star_mulVec, ← dotProduct_mulVec, mulVec_mulVec, hDD, one_mulVec]
  have hcross : star (D *ᵥ b) ⬝ᵥ a = star (star a ⬝ᵥ D *ᵥ b) := star_dotProduct _ _
  rw [dimer_energy, inner_sites]
  simp only [sub_mulVec, smul_mulVec, one_mulVec, dotProduct_sub, dotProduct_smul, smul_eq_mul,
    star_sub, sub_dotProduct, hnorm, hcross, Complex.ofReal_sub]
  ring

/-- Dressed hopping lowers the ground energy of the dimer by at most `t`. -/
theorem dimer_lower_bound {h D : Matrix n n ℂ} (hh : h.IsHermitian) (hD : D ∈ unitaryGroup n ℂ)
    {t e E : ℝ} (ht : 0 ≤ t) (he : IsGroundEnergy h e) (hE : IsGroundEnergy (dimer h D t) E) :
    e - t ≤ E := by
  obtain ⟨ψ, hψ0, hψ⟩ := hE.1
  obtain ⟨a, b, rfl⟩ : ∃ a b, ψ = Sum.elim a b :=
    ⟨ψ ∘ Sum.inl, ψ ∘ Sum.inr, (Sum.elim_comp_inl_inr ψ).symm⟩
  have gap := dimer_gap h hD e t a b
  rw [hψ, dotProduct_smul, smul_eq_mul, ← sub_mul, ← Complex.ofReal_sub] at gap
  have hP := he.posSemidef hh
  have ht' : (0 : ℂ) ≤ (t : ℂ) := Complex.zero_le_real.2 ht
  -- all three contributions to the gap are nonnegative
  have hR := add_nonneg (add_nonneg (hP.dotProduct_mulVec_nonneg a)
    (hP.dotProduct_mulVec_nonneg b)) (mul_nonneg ht' (dotProduct_star_self_nonneg (a - D *ᵥ b)))
  rw [← gap] at hR
  have hre := (Complex.nonneg_iff.1 hR).1
  rw [Complex.re_ofReal_mul] at hre
  have hs := (Complex.pos_iff.1 (lt_of_le_of_ne (dotProduct_star_self_nonneg (Sum.elim a b))
    (fun h0 => hψ0 (dotProduct_star_self_eq_zero.1 h0.symm)))).1
  by_contra hlt
  have hlt' : E - (e - t) < 0 := by linarith [not_le.1 hlt]
  exact absurd hre (not_le_of_gt (mul_neg_of_neg_of_pos hlt' hs))

/-- Every complex overlap can be made real and nonnegative by a phase factor. -/
theorem exists_phase (z : ℂ) : ∃ c : ℂ, star c * c = 1 ∧ star c * z = (‖z‖ : ℂ) := by
  by_cases hz : z = 0
  · exact ⟨1, by simp, by simp [hz]⟩
  · have hn : (‖z‖ : ℂ) ≠ 0 := by simpa using hz
    have hzz : star z * z = (‖z‖ : ℂ) ^ 2 := Complex.conj_mul' z
    have hs : star (z / (‖z‖ : ℂ)) = star z / (‖z‖ : ℂ) := by simp
    refine ⟨z / (‖z‖ : ℂ), ?_, ?_⟩
    · rw [hs, div_mul_div_comm, hzz, ← sq, div_self (pow_ne_zero 2 hn)]
    · rw [hs, div_mul_eq_mul_div, hzz, sq, mul_div_assoc, div_self hn, mul_one]

/-- The ground energy of the dressed dimer lies between `e - t` and `e - t |⟨v, D v⟩|`, where `v`
is a normalised ground state of the phonon Hamiltonian with energy `e`. -/
theorem dimer_energy_bounds {h D : Matrix n n ℂ} (hh : h.IsHermitian)
    (hD : D ∈ unitaryGroup n ℂ) {t e E : ℝ} (ht : 0 ≤ t) (he : IsGroundEnergy h e)
    {v : n → ℂ} (hv : h *ᵥ v = (e : ℂ) • v) (hv1 : star v ⬝ᵥ v = 1)
    (hE : IsGroundEnergy (dimer h D t) E) :
    e - t ≤ E ∧ E ≤ e - t * ‖star v ⬝ᵥ D *ᵥ v‖ := by
  refine ⟨dimer_lower_bound hh hD ht he hE, ?_⟩
  obtain ⟨c, hc1, hc2⟩ := exists_phase (star v ⬝ᵥ D *ᵥ v)
  have hs : star (star c * (star v ⬝ᵥ D *ᵥ v)) = (‖star v ⬝ᵥ D *ᵥ v‖ : ℂ) := by
    rw [hc2]
    exact Complex.conj_ofReal _
  -- trial state: the phonon ground state on both sites, with the optimal relative phase
  have P := (hE.posSemidef (dimer_isHermitian hh D t)).dotProduct_mulVec_nonneg
    (Sum.elim (c • v) v)
  rw [sub_mulVec, smul_mulVec, one_mulVec, dotProduct_sub, dotProduct_smul, dimer_energy,
    inner_sites] at P
  simp only [star_smul, mulVec_smul, smul_dotProduct, dotProduct_smul, hv, hv1, smul_eq_mul,
    mul_one] at P
  have P' : (0 : ℂ) ≤ ((2 * (e - t * ‖star v ⬝ᵥ D *ᵥ v‖ - E) : ℝ) : ℂ) := by
    refine le_of_le_of_eq P ?_
    push_cast
    linear_combination ((e : ℂ) - E) * hc1 - (t : ℂ) * hc2 - (t : ℂ) * hs
  linarith [Complex.zero_le_real.1 P']

/-- For `t > 0` the dimer reaches the energy `e - t` exactly when some nonzero `x` and its image
`D x` both satisfy the phonon eigenvalue equation with the lowest eigenvalue `e`. -/
theorem dimer_lower_bound_attained_iff {h D : Matrix n n ℂ} (hh : h.IsHermitian)
    (hD : D ∈ unitaryGroup n ℂ) {t e E : ℝ} (ht : 0 < t) (he : IsGroundEnergy h e)
    (hE : IsGroundEnergy (dimer h D t) E) :
    E = e - t ↔ ∃ x : n → ℂ, x ≠ 0 ∧ h *ᵥ x = (e : ℂ) • x ∧
      h *ᵥ (D *ᵥ x) = (e : ℂ) • (D *ᵥ x) := by
  constructor
  · intro hEq
    obtain ⟨ψ, hψ0, hψ⟩ := hE.1
    obtain ⟨a, b, rfl⟩ : ∃ a b, ψ = Sum.elim a b :=
      ⟨ψ ∘ Sum.inl, ψ ∘ Sum.inr, (Sum.elim_comp_inl_inr ψ).symm⟩
    have gap := dimer_gap h hD e t a b
    rw [hψ, dotProduct_smul, smul_eq_mul, hEq, sub_self] at gap
    have hP := he.posSemidef hh
    have ha := hP.dotProduct_mulVec_nonneg a
    have hb := hP.dotProduct_mulVec_nonneg b
    have ht' : (0 : ℂ) ≤ (t : ℂ) := Complex.zero_le_real.2 ht.le
    -- a vanishing sum of nonnegative terms vanishes term by term
    obtain ⟨hab, hm⟩ := (add_eq_zero_iff_of_nonneg (add_nonneg ha hb)
      (mul_nonneg ht' (dotProduct_star_self_nonneg (a - D *ᵥ b)))).1 gap.symm
    obtain ⟨ha0, hb0⟩ := (add_eq_zero_iff_of_nonneg ha hb).1 hab
    have htne : (t : ℂ) ≠ 0 := Complex.ofReal_ne_zero.2 ht.ne'
    have haD : a = D *ᵥ b :=
      sub_eq_zero.1 (dotProduct_star_self_eq_zero.1 ((mul_eq_zero.1 hm).resolve_left htne))
    have ground : ∀ x : n → ℂ,
        star x ⬝ᵥ (h - (e : ℂ) • (1 : Matrix n n ℂ)) *ᵥ x = 0 → h *ᵥ x = (e : ℂ) • x := by
      intro x hx
      have h0 := (hP.dotProduct_mulVec_zero_iff x).1 hx
      rwa [sub_mulVec, smul_mulVec, one_mulVec, sub_eq_zero] at h0
    refine ⟨b, ?_, ground b hb0, haD ▸ ground a ha0⟩
    rintro rfl
    apply hψ0
    rw [haD, mulVec_zero]
    ext i
    cases i <;> rfl
  · rintro ⟨x, hx0, hx, hDx⟩
    have hDD : Dᴴ * D = 1 := mem_unitaryGroup_iff'.1 hD
    refine le_antisymm (hE.2 ⟨Sum.elim (D *ᵥ x) x, ?_, ?_⟩)
      (dimer_lower_bound hh hD ht.le he hE)
    · intro h0
      exact hx0 (funext fun i => congrFun h0 (Sum.inr i))
    · -- the state `(D x, x)` is an exact eigenvector
      have hback : Dᴴ *ᵥ (D *ᵥ x) = x := by rw [mulVec_mulVec, hDD, one_mulVec]
      rw [dimer, fromBlocks_mulVec]
      simp only [Sum.elim_comp_inl, Sum.elim_comp_inr, neg_mulVec, smul_mulVec, hback, hx, hDx]
      ext i
      cases i <;> simp <;> ring

end

end DressedDimer
```

```lean
#print axioms DressedDimer.exists_groundEnergy
#print axioms DressedDimer.dimer_energy_bounds
#print axioms DressedDimer.dimer_lower_bound_attained_iff
```

```
'DressedDimer.exists_groundEnergy' depends on axioms: [propext, Classical.choice, Quot.sound]
'DressedDimer.dimer_energy_bounds' depends on axioms: [propext, Classical.choice, Quot.sound]
'DressedDimer.dimer_lower_bound_attained_iff' depends on axioms: [propext, Classical.choice, Quot.sound]
```

## Bounds on E and the condition for equality

The theorem `dimer_energy_bounds` takes a normalised ground vector v of h, so that hv = ev and ⟨v, v⟩ = 1, and concludes

e − t ≤ E ≤ e − t |⟨v, Dv⟩|.

If the ground level of h is degenerate, the upper bound holds for every normalised v in it. On a one-dimensional phonon basis D is a phase, the overlap has modulus 1, and the two bounds coincide.

The theorem `dimer_lower_bound_attained_iff` assumes t > 0 and says that E = e − t exactly when there is a nonzero x with

hx = ex and h(Dx) = e(Dx).

Strict positivity matters here: at t = 0 the dimer always has E = e, whether or not such an x exists.

In the code, `n` labels the phonon basis and `n ⊕ n` labels the dimer basis, one copy of `n` for each electron position. The expression `star x ⬝ᵥ y` is ⟨x, y⟩, `A *ᵥ x` is the matrix A applied to x, and `Sum.elim a b` is the two-site state (a, b). The predicate `IsGroundEnergy A E` says that E is the least real number μ for which Ax = μx has a nonzero solution. The bounds take e and E as numbers satisfying this predicate; `exists_groundEnergy` shows that every Hermitian matrix on a nonempty finite basis has such a number, and `dimer_isHermitian` shows that H is Hermitian.

## One electron on two sites

The matrix describes a single electron that can sit on either of two equivalent sites. In the state (a, b), the vector a is the phonon amplitude with the electron on the first site, and b is the amplitude with the electron on the second. Both a and b describe all the phonon modes of the dimer. A hop changes the electron's position and acts on the phonons with D or Dᴴ.

This form arises for the symmetric Holstein dimer after a Lang–Firsov transformation, which moves the electron-phonon coupling into the hopping. There D is a product of phonon displacement operators, each of which is unitary. The theorems use only unitarity, so they apply to other dressings as well.

For this one-electron model in a finite phonon basis, the bounds say that hopping lowers the energy by at least t |⟨v, Dv⟩|, the hopping reduced by the phonon overlap, and by at most the bare t. They can therefore serve as a check on an exact diagonalisation of such a dimer. The full oscillator space is infinite-dimensional and is not covered. The theorems assume that D is exactly unitary, which cutting a block out of the infinite displacement matrix does not in general ensure. Such a block never lengthens a vector, and the two bounds still hold for it, but that case is not proved here. Unequal site Hamiltonians and several electrons are also left out.

## The gap above e − t as a sum of nonnegative terms

Applying H to ψ = (a, b) gives

Hψ = (ha − tDb, −tDᴴa + hb).

Since ⟨b, Dᴴa⟩ = ⟨Db, a⟩, the form ⟨ψ, Hψ⟩, which is the mean energy when ‖ψ‖ = 1, is

⟨ψ, Hψ⟩ = ⟨a, ha⟩ + ⟨b, hb⟩ − t(⟨a, Db⟩ + ⟨Db, a⟩).

This is `dimer_energy`, in which ⟨Db, a⟩ appears as the complex conjugate of ⟨a, Db⟩. Unitarity gives ‖Db‖ = ‖b‖, and hence

‖a − Db‖² = ‖a‖² + ‖b‖² − ⟨a, Db⟩ − ⟨Db, a⟩.

Solving for the two cross terms, inserting them into the energy and subtracting (e − t)‖ψ‖², with ‖ψ‖² = ‖a‖² + ‖b‖², yields

⟨ψ, Hψ⟩ − (e − t)‖ψ‖² = ⟨a, (h − e)a⟩ + ⟨b, (h − e)b⟩ + t‖a − Db‖².

This identity is `dimer_gap`. Its proof expands both sides, substitutes the norm identity `hnorm` and the conjugation identity `hcross`, and leaves the remaining algebra to `ring`.

The first two terms on the right are nonnegative by the variational principle. If u_k are orthonormal eigenvectors of h with eigenvalues ε_k, then

⟨x, (h − e)x⟩ = Σ_k (ε_k − e) |⟨u_k, x⟩|² ≥ 0,

because no ε_k lies below e. The lemma `IsGroundEnergy.posSemidef` proves this for any Hermitian matrix A with ground energy e: an eigenvalue λ of A − e gives the eigenvalue λ + e of A, so λ ≥ 0. The third term is nonnegative because t ≥ 0.

Now let ψ be an eigenvector of H with eigenvalue E. The left side of the identity becomes

(E − e + t)‖ψ‖² ≥ 0,

and ‖ψ‖² > 0, so E ≥ e − t. The theorem `dimer_lower_bound` follows these steps. It splits the eigenvector into its two site components, adds the three nonnegative terms in `hR`, and takes real parts to reach an inequality between real numbers.

## A trial state with an aligned phase

Write z = ⟨v, Dv⟩. Choose c = z/|z| if z ≠ 0 and c = 1 if z = 0. With c* the complex conjugate of c, this gives

c*c = 1 and c*z = |z|,

which is the content of `exists_phase`. The normalised trial state is

(cv, v)/√2.

Each site contributes e/2 to its energy. The hopping contributes −(t/2)(c*z + cz*) = −t|z|, so the energy of the trial state is

e − t|z|.

The variational principle applied to H gives E ≤ e − t|z|.

The code works with the unnormalised state (cv, v), whose squared norm is 2. It applies `IsGroundEnergy.posSemidef` to H, and the resulting inequality `P` reduces to

0 ≤ 2(e − t|z| − E).

The `linear_combination` step makes this reduction from the two phase identities and the conjugate of the second.

## When hopping gains the full t

Suppose t > 0 and E = e − t, and let ψ = (a, b) be a ground vector of H. The left side of the gap identity is then zero, so each of the three nonnegative terms on the right vanishes. The third gives a = Db. In the spectral sum above, a zero value leaves only components with ε_k = e, so the first two terms give ha = ea and hb = eb. If b were zero, a = Db would be zero too, contradicting ψ ≠ 0. Thus x = b has the required properties.

The proof obtains the separate zeros by applying `add_eq_zero_iff_of_nonneg` twice. Its local statement `ground` turns a zero excitation energy into the eigenvalue equation.

Conversely, let x be nonzero with x and Dx both satisfying the eigenvalue equation for e. Since DᴴDx = x,

H(Dx, x) = (hDx − tDx, −tDᴴDx + hx) = (e − t)(Dx, x).

So e − t is an eigenvalue of H and E ≤ e − t, while the lower bound gives the opposite inequality. In Lean, `hback` supplies DᴴDx = x, and `le_antisymm` joins the two inequalities.

When the ground level of h is nondegenerate, the condition means that D maps v to a phase times itself. The dressing then leaves the phonon ground state physically unchanged, and hopping keeps its full strength in the ground energy.
